# Nearest-neighbour singlet products are ground states of the Majumdar-Ghosh ring for even N ≥ 4

A code that diagonalises a frustrated spin ring can be checked at the point where both exchange couplings are antiferromagnetic and the next-nearest-neighbour one is half the nearest-neighbour one. There the lowest energy and a ground state are known in closed form for every finite even ring of N ≥ 4 qubits.

Let F_ij swap the qubits at sites i and j, and let site labels run modulo N. The Hamiltonian is

H = Σ_i (F_{i,i+1} + F_{i,i+2} + F_{i+1,i+2}) = Σ_i (2F_{i,i+1} + F_{i,i+2}).

It satisfies ⟨ψ, Hψ⟩ ≥ 0 for all ψ, and products of nearest-neighbour singlets have energy exactly 0.

## The energy a code should return

Let S_i be the spin-1/2 operator at site i, with ħ = 1. Then F_ij = 2 S_i·S_j + 1/2, and the spin Hamiltonian

J Σ_i (S_i·S_{i+1} + ½ S_i·S_{i+2}), J > 0,

equals (J/4)(H − 3N/2), so its lowest eigenvalue should be −3NJ/8. At N = 4 the sum over i visits each diagonal pair twice, and a code that stores each bond once must double that coupling.

## From three qubits to the ring

Take distinct sites i, j, k and set T = F_ij + F_ik + F_jk. Write ψ(abc) for the amplitude with values a, b, c on these sites, the others being fixed. Then

(Tψ)(abc) = ψ(bac) + ψ(cba) + ψ(acb)
(T F_ij ψ)(abc) = ψ(abc) + ψ(bca) + ψ(cab).

Two of the three values coincide. If a = b, both lines are ψ(aac) + ψ(caa) + ψ(aca); if a = c, both are ψ(baa) + ψ(aba) + ψ(aab); if b = c, both are ψ(bab) + ψ(bba) + ψ(abb). Hence T F_ij = T, and likewise for the other two pairs, so

T² = T F_ij + T F_ik + T F_jk = 3T.

With P = T/3 this gives P² = T²/9 = P. Relabelling the configuration sum in ⟨φ, F_ij ψ⟩ moves the swap onto φ, so each F_ij is Hermitian, and so is P. Therefore

⟨ψ, Tψ⟩ = 3⟨ψ, P²ψ⟩ = 3⟨Pψ, Pψ⟩ ≥ 0,

and summing over the ring gives ⟨ψ, Hψ⟩ ≥ 0.

If F_ij ψ = −ψ, then Tψ = T F_ij ψ = −Tψ, so Tψ = 0. Now let χ(0,1) = 1, χ(1,0) = −1, χ(0,0) = χ(1,1) = 0, and let

D_r(s) = ∏ χ(s_{r+2k}, s_{r+2k+1}), k = 0, …, N/2 − 1.

The bonds are disjoint, so a swap within one of them changes only the sign of D_r. A triple starting at i = r + d contains the bond (i, i+1) if d is even and (i+1, i+2) if d is odd; for d = N − 1 the latter is (r, r+1). Every triple therefore annihilates D_r. The alternating configuration with 0 at r has amplitude 1, so D_r ≠ 0. The normalised state is D_r / 2^(N/4).

## The Lean file

```lean
import Mathlib

open scoped ComplexOrder Matrix

namespace MajumdarGhosh

noncomputable section

/-- A state of qubits on the sites `ι`: one amplitude for each configuration. -/
abbrev State (ι : Type*) := (ι → Fin 2) → ℂ

variable {ι : Type*} [DecidableEq ι]

/-- The exchange operator `F_ij`, which swaps the qubits at sites `i` and `j`. -/
def exchange (i j : ι) : Module.End ℂ (State ι) where
  toFun ψ := fun s => ψ (s ∘ Equiv.swap i j)
  map_add' _ _ := rfl
  map_smul' _ _ := rfl

/-- The sum of the three exchanges among the sites `i`, `j`, `k`. -/
def triple (i j k : ι) : Module.End ℂ (State ι) :=
  exchange i j + exchange i k + exchange j k

/-- One third of the sum of the three exchanges. -/
def tripleProjector (i j k : ι) : Module.End ℂ (State ι) :=
  (1 / 3 : ℂ) • triple i j k

/-- The exchange operator does not depend on the order of its two sites. -/
theorem exchange_comm (i j : ι) : exchange i j = exchange j i := by
  refine LinearMap.ext fun ψ => funext fun s => ?_
  change ψ (s ∘ Equiv.swap i j) = ψ (s ∘ Equiv.swap j i)
  rw [Equiv.swap_comm]

/-- The exchange operator is Hermitian. -/
theorem exchange_hermitian [Fintype ι] (i j : ι) (φ ψ : State ι) :
    star φ ⬝ᵥ exchange i j ψ = star (exchange i j φ) ⬝ᵥ ψ := by
  have hinv : Function.Involutive (fun s : ι → Fin 2 => s ∘ Equiv.swap i j) := by
    intro s
    funext x
    simp
  simp only [dotProduct]
  refine Fintype.sum_equiv hinv.toPerm _ _ fun s => ?_
  change star (φ s) * ψ (s ∘ Equiv.swap i j) =
    star (φ ((s ∘ Equiv.swap i j) ∘ Equiv.swap i j)) * ψ (s ∘ Equiv.swap i j)
  rw [show (s ∘ Equiv.swap i j) ∘ Equiv.swap i j = s from hinv s]

/-- The triple operator is unchanged when its sites are permuted cyclically. -/
theorem triple_rotate (i j k : ι) : triple j k i = triple i j k := by
  unfold triple
  rw [exchange_comm j i, exchange_comm k i]
  abel

/-- For qubits at distinct sites `i`, `j`, `k`, the triple operator is unchanged when multiplied on
the right by the exchange of `i` and `j`. -/
theorem triple_mul_exchange {i j k : ι} (hij : i ≠ j) (hik : i ≠ k) (hjk : j ≠ k) :
    triple i j k * exchange i j = triple i j k := by
  refine LinearMap.ext fun ψ => funext fun s => ?_
  change ψ ((s ∘ Equiv.swap i j) ∘ Equiv.swap i j) +
      ψ ((s ∘ Equiv.swap i k) ∘ Equiv.swap i j) +
      ψ ((s ∘ Equiv.swap j k) ∘ Equiv.swap i j) =
    ψ (s ∘ Equiv.swap i j) + ψ (s ∘ Equiv.swap i k) + ψ (s ∘ Equiv.swap j k)
  have e1 : (s ∘ Equiv.swap i j) ∘ Equiv.swap i j = s := by
    funext x
    simp
  -- two of three qubit values always coincide
  have pigeon : ∀ a b c : Fin 2, a = b ∨ a = c ∨ b = c := by decide
  rcases pigeon (s i) (s j) (s k) with h | h | h
  · have e2 : (s ∘ Equiv.swap i k) ∘ Equiv.swap i j = s ∘ Equiv.swap j k := by
      funext x
      simp only [Function.comp_apply, Equiv.swap_apply_def]
      grind
    have e3 : (s ∘ Equiv.swap j k) ∘ Equiv.swap i j = s ∘ Equiv.swap i k := by
      funext x
      simp only [Function.comp_apply, Equiv.swap_apply_def]
      grind
    have e4 : s ∘ Equiv.swap i j = s := by
      funext x
      simp only [Function.comp_apply, Equiv.swap_apply_def]
      grind
    rw [e1, e2, e3, e4]
    ring
  · have e3 : (s ∘ Equiv.swap j k) ∘ Equiv.swap i j = s ∘ Equiv.swap j k := by
      funext x
      simp only [Function.comp_apply, Equiv.swap_apply_def]
      grind
    have e4 : s ∘ Equiv.swap i k = s := by
      funext x
      simp only [Function.comp_apply, Equiv.swap_apply_def]
      grind
    rw [e1, e3, e4]
    ring
  · have e2 : (s ∘ Equiv.swap i k) ∘ Equiv.swap i j = s ∘ Equiv.swap i k := by
      funext x
      simp only [Function.comp_apply, Equiv.swap_apply_def]
      grind
    have e4 : s ∘ Equiv.swap j k = s := by
      funext x
      simp only [Function.comp_apply, Equiv.swap_apply_def]
      grind
    rw [e1, e2, e4]
    ring

/-- For three distinct qubits, `F_ij + F_ik + F_jk` is three times a Hermitian projector. -/
theorem triple_projector [Fintype ι] {i j k : ι} (hij : i ≠ j) (hik : i ≠ k) (hjk : j ≠ k) :
    triple i j k = (3 : ℂ) • tripleProjector i j k ∧
    tripleProjector i j k * tripleProjector i j k = tripleProjector i j k ∧
    ∀ φ ψ : State ι, star φ ⬝ᵥ tripleProjector i j k ψ =
      star (tripleProjector i j k φ) ⬝ᵥ ψ := by
  have h1 := triple_mul_exchange hij hik hjk
  have h2 := triple_mul_exchange hik.symm hjk.symm hij
  rw [← triple_rotate k i j, exchange_comm k i] at h2
  have h3 := triple_mul_exchange hjk hij.symm hik.symm
  rw [triple_rotate i j k] at h3
  have hsq : triple i j k * triple i j k = (3 : ℂ) • triple i j k := by
    calc triple i j k * triple i j k
        = triple i j k * exchange i j + triple i j k * exchange i k
          + triple i j k * exchange j k := by
          rw [← mul_add, ← mul_add]
          rfl
      _ = (3 : ℂ) • triple i j k := by
          rw [h1, h2, h3]
          module
  refine ⟨?_, ?_, fun φ ψ => ?_⟩
  · unfold tripleProjector
    module
  · rw [tripleProjector, smul_mul_smul_comm, hsq, smul_smul]
    congr 1
    norm_num
  · have hs : star (1 / 3 : ℂ) = 1 / 3 := by simp
    simp only [tripleProjector, triple, LinearMap.smul_apply, LinearMap.add_apply,
      dotProduct_smul, star_smul, smul_dotProduct, dotProduct_add, star_add,
      add_dotProduct, exchange_hermitian, hs]

/-- For distinct sites `i`, `j`, `k`, a state odd under exchange of `i` and `j` is annihilated by
the triple operator. -/
theorem triple_annihilates {i j k : ι} (hij : i ≠ j) (hik : i ≠ k) (hjk : j ≠ k)
    {ψ : State ι} (h : exchange i j ψ = -ψ) : triple i j k ψ = 0 := by
  have h1 : triple i j k (exchange i j ψ) = triple i j k ψ :=
    LinearMap.congr_fun (triple_mul_exchange hij hik hjk) ψ
  rw [h, map_neg] at h1
  funext s
  have h2 : -(triple i j k ψ s) = triple i j k ψ s := congrFun h1 s
  change triple i j k ψ s = (0 : ℂ)
  linear_combination (-1 / 2 : ℂ) * h2

/-- The sum of the triple operators over consecutive sites of a ring of `N` qubits. -/
def hamiltonian (N : ℕ) [NeZero N] : Module.End ℂ (State (ZMod N)) :=
  ∑ i : ZMod N, triple i (i + 1) (i + 2)

/-- The unnormalised singlet amplitude of two qubits. -/
def singlet (a b : Fin 2) : ℂ := if a = b then 0 else if a = 0 then 1 else -1

/-- The product of singlets on the bonds `(r + 2k, r + 2k + 1)`, for `k < N / 2`. -/
def dimerState (N : ℕ) (r : ZMod N) : State (ZMod N) := fun s =>
  ∏ k ∈ Finset.range (N / 2), singlet (s (r + (2 * k : ℕ))) (s (r + (2 * k + 1 : ℕ)))

/-- Different displacements below `N` lead to different sites of the ring. -/
theorem site_ne {N : ℕ} (r : ZMod N) {a b : ℕ} (ha : a < N) (hb : b < N) (hab : a ≠ b) :
    r + (a : ZMod N) ≠ r + (b : ZMod N) := by
  intro h
  have h' := add_left_cancel h
  rw [ZMod.natCast_eq_natCast_iff', Nat.mod_eq_of_lt ha, Nat.mod_eq_of_lt hb] at h'
  exact hab h'

/-- The dimer state changes sign when the two qubits of one singlet are exchanged. -/
theorem exchange_dimer {N : ℕ} (r : ZMod N) {k : ℕ} (hk : k < N / 2) :
    exchange (r + (2 * k : ℕ)) (r + (2 * k + 1 : ℕ)) (dimerState N r) = -dimerState N r := by
  have hodd : ∀ a b : Fin 2, singlet b a = -singlet a b := by
    intro a b
    fin_cases a <;> fin_cases b <;> simp [singlet]
  funext s
  let σ := Equiv.swap (r + ((2 * k : ℕ) : ZMod N)) (r + ((2 * k + 1 : ℕ) : ZMod N))
  change (∏ j ∈ Finset.range (N / 2),
      singlet (s (σ (r + (2 * j : ℕ)))) (s (σ (r + (2 * j + 1 : ℕ))))) =
    -∏ j ∈ Finset.range (N / 2), singlet (s (r + (2 * j : ℕ))) (s (r + (2 * j + 1 : ℕ)))
  -- the other singlets do not notice the exchange
  have hrest : ∀ j ∈ (Finset.range (N / 2)).erase k,
      singlet (s (σ (r + (2 * j : ℕ)))) (s (σ (r + (2 * j + 1 : ℕ)))) =
      singlet (s (r + (2 * j : ℕ))) (s (r + (2 * j + 1 : ℕ))) := by
    intro j hj
    simp only [Finset.mem_erase, Finset.mem_range] at hj
    obtain ⟨hjk, hj⟩ := hj
    rw [Equiv.swap_apply_of_ne_of_ne
        (site_ne r (by omega) (by omega) (by omega))
        (site_ne r (by omega) (by omega) (by omega)),
      Equiv.swap_apply_of_ne_of_ne
        (site_ne r (by omega) (by omega) (by omega))
        (site_ne r (by omega) (by omega) (by omega))]
  rw [← Finset.mul_prod_erase _ _ (Finset.mem_range.mpr hk),
    ← Finset.mul_prod_erase _ _ (Finset.mem_range.mpr hk),
    Finset.prod_congr rfl hrest, Equiv.swap_apply_left, Equiv.swap_apply_right,
    hodd (s (r + (2 * k : ℕ))) (s (r + (2 * k + 1 : ℕ))), neg_mul]

/-- The Hamiltonian is the sum over all sites `i` of twice the exchange of `i` and `i + 1` plus the
exchange of `i` and `i + 2`. -/
theorem hamiltonian_eq (N : ℕ) [NeZero N] : hamiltonian N =
    ∑ i : ZMod N, ((2 : ℂ) • exchange i (i + 1) + exchange i (i + 2)) := by
  have shift : ∑ i : ZMod N, exchange (i + 1) (i + 2) =
      ∑ i : ZMod N, exchange i (i + 1) := by
    refine Fintype.sum_equiv (Equiv.addRight (1 : ZMod N)) _ _ fun i => ?_
    change exchange (i + 1) (i + 2) = exchange (i + 1) (i + 1 + 1)
    rw [show i + 2 = i + 1 + 1 by ring]
  simp only [hamiltonian, triple, Finset.sum_add_distrib, ← Finset.smul_sum]
  rw [shift]
  module

/-- On an even ring of at least four qubits the Majumdar-Ghosh Hamiltonian is positive
semidefinite and annihilates the nonzero nearest-neighbour singlet products. -/
theorem majumdar_ghosh {N : ℕ} [NeZero N] (hN : Even N) (h4 : 4 ≤ N) :
    (∀ ψ : State (ZMod N), 0 ≤ star ψ ⬝ᵥ hamiltonian N ψ) ∧
    ∀ r : ZMod N, dimerState N r ≠ 0 ∧ hamiltonian N (dimerState N r) = 0 := by
  have d1 (i : ZMod N) : i ≠ i + 1 := by
    simpa using site_ne i (a := 0) (b := 1) (by omega) (by omega) (by omega)
  have d2 (i : ZMod N) : i ≠ i + 2 := by
    simpa using site_ne i (a := 0) (b := 2) (by omega) (by omega) (by omega)
  have d3 (i : ZMod N) : i + 1 ≠ i + 2 := by
    simpa using site_ne i (a := 1) (b := 2) (by omega) (by omega) (by omega)
  refine ⟨fun ψ => ?_, fun r => ⟨fun h => ?_, ?_⟩⟩
  · -- each triple contributes three times a squared norm
    have hsum : star ψ ⬝ᵥ hamiltonian N ψ =
        ∑ i : ZMod N, star ψ ⬝ᵥ triple i (i + 1) (i + 2) ψ := by
      simp only [hamiltonian, LinearMap.sum_apply, dotProduct, Finset.sum_apply,
        Finset.mul_sum]
      exact Finset.sum_comm
    rw [hsum]
    refine Finset.sum_nonneg fun i _ => ?_
    obtain ⟨hT, hP, hH⟩ := triple_projector (d1 i) (d2 i) (d3 i)
    have hPψ : tripleProjector i (i + 1) (i + 2) (tripleProjector i (i + 1) (i + 2) ψ) =
        tripleProjector i (i + 1) (i + 2) ψ := LinearMap.congr_fun hP ψ
    have h3 : (0 : ℂ) ≤ 3 := by
      exact_mod_cast Complex.zero_le_real.mpr (by norm_num : (0 : ℝ) ≤ 3)
    rw [hT, LinearMap.smul_apply, dotProduct_smul, smul_eq_mul, ← hPψ, hH]
    exact mul_nonneg h3 (dotProduct_star_self_nonneg _)
  · -- the alternating configuration has amplitude one
    have hone : dimerState N r (fun i => if (i - r).val % 2 = 0 then 0 else 1) = 1 := by
      refine Finset.prod_eq_one fun k hk => ?_
      have hk' := Finset.mem_range.mp hk
      have hodd : (2 * k + 1) % 2 = 1 := by omega
      simp only [add_sub_cancel_left]
      rw [ZMod.val_natCast_of_lt (by omega), ZMod.val_natCast_of_lt (by omega), hodd]
      simp [singlet]
    rw [h] at hone
    exact zero_ne_one hone
  · rw [hamiltonian, LinearMap.sum_apply]
    refine Finset.sum_eq_zero fun i _ => ?_
    -- a singlet bond lies on the first two or on the last two sites
    have hlt := ZMod.val_lt (i - r)
    have hi : i = r + ((i - r).val : ZMod N) := by
      rw [ZMod.natCast_zmod_val]
      ring
    obtain ⟨m, hm⟩ := hN
    obtain ⟨k, hk | hk⟩ := Nat.even_or_odd' (i - r).val
    · rw [hk] at hi
      have hi1 : i + 1 = r + ((2 * k + 1 : ℕ) : ZMod N) := by
        rw [hi]
        push_cast
        ring
      have hx := exchange_dimer r (k := k) (by omega)
      rw [← hi, ← hi1] at hx
      exact triple_annihilates (d1 i) (d2 i) (d3 i) hx
    · rw [hk] at hi
      have hx : exchange (i + 1) (i + 2) (dimerState N r) = -dimerState N r := by
        by_cases hlast : k + 1 < N / 2
        · have hx := exchange_dimer r hlast
          have e1 : r + ((2 * (k + 1) : ℕ) : ZMod N) = i + 1 := by
            rw [hi]
            push_cast
            ring
          have e2 : r + ((2 * (k + 1) + 1 : ℕ) : ZMod N) = i + 2 := by
            rw [hi]
            push_cast
            ring
          rwa [e1, e2] at hx
        · -- the triple starting at the last site wraps round to the first singlet bond
          have hwrap : ((2 * k + 2 : ℕ) : ZMod N) = 0 := by
            rw [show 2 * k + 2 = N by omega]
            exact ZMod.natCast_self N
          push_cast at hwrap
          have hx := exchange_dimer r (k := 0) (by omega)
          have e1 : r + ((2 * 0 : ℕ) : ZMod N) = i + 1 := by
            rw [hi]
            push_cast
            linear_combination -hwrap
          have e2 : r + ((2 * 0 + 1 : ℕ) : ZMod N) = i + 2 := by
            rw [hi]
            push_cast
            linear_combination -hwrap
          rwa [e1, e2] at hx
      rw [← triple_rotate]
      exact triple_annihilates (d3 i) (d1 i).symm (d2 i).symm hx

end

end MajumdarGhosh
```

```lean
#print axioms MajumdarGhosh.hamiltonian_eq
#print axioms MajumdarGhosh.majumdar_ghosh
```

```
'MajumdarGhosh.hamiltonian_eq' depends on axioms: [propext, Classical.choice, Quot.sound]
'MajumdarGhosh.majumdar_ghosh' depends on axioms: [propext, Classical.choice, Quot.sound]
```

## What is established about the ring

A `State` assigns a complex amplitude to each configuration, `ZMod N` supplies the periodic sites, and `star φ ⬝ᵥ ψ` is the inner product. In `majumdar_ghosh`, `0 ≤` on complex numbers means real and nonnegative. The quantifier over `r` covers both dimer coverings. `triple_projector` holds on any finite register, and `hamiltonian_eq` gives the second form of H by shifting the summation index.

In `triple_mul_exchange`, `pigeon` supplies the three coincidence cases. `triple_rotate` carries the result to the other pairs, and `triple_annihilates` is the sign argument. `exchange_dimer` isolates one factor of the product, using `site_ne` to keep the other bonds untouched. The final proof splits on the parity of d, with `hlast` separating off the triple at d = N − 1, which wraps round to the bond (r, r+1).

The theorem does not count the ground states or bound the gap, so a degeneracy or gap reported by a code needs separate support. Open chains, odd rings and other coupling ratios are not covered.

The model could also have started from spin matrices. The theorem would then state −3NJ/8 directly, but reusing the exchange argument would then require a formal proof of F_ij = 2 S_i·S_j + 1/2; here that identity is quoted in the prose and not formalised.
